# In one dimension, the error of a uniform k-point grid is at most the total variation of the integrand divided by the number of points

Let $g$ be a real function with finite total variation $V$ on $[0,1]$. For every integer $N\ge 1$ and every shift $s\in[0,1]$,

$$\left|\frac1N\sum_{r=0}^{N-1} g\!\left(\frac{r+s}{N}\right)-\int_0^1 g(k)\,dk\right|\le\frac{V}{N}.$$

Continuity is not assumed, so $g$ may jump at a Fermi point, as the occupation of a non-interacting metal does at zero temperature. The bound applies to Brillouin-zone sampling in a one-dimensional, non-interacting model whose integrand is fixed in advance. It does not treat a Fermi level recomputed on each grid, or zones in two and three dimensions.

```lean
import Mathlib

open Set MeasureTheory

namespace MetallicGridConvergence

noncomputable section
```

The variable $k$ is the crystal momentum in units in which the zone has length one. The left-hand average is `gridAverage g N s`; $s=0$ gives the unshifted grid and $s=1/2$ the cell midpoints.

```lean
/-- Average of `g` over the uniform grid of `N` points `(r + s) / N`, with shift `s`. -/
def gridAverage (g : ℝ → ℝ) (N : ℕ) (s : ℝ) : ℝ :=
  (∑ r ∈ Finset.range N, g ((r + s) / N)) / N
```

The total variation on $[a,b]$ is the supremum of $\sum_i|g(k_{i+1})-g(k_i)|$ over finite increasing sequences in $[a,b]$. Mathlib's `eVariationOn` may be infinite; `variation g a b` is its real value, meaningful when it is finite.

```lean
/-- Total variation of `g` on the interval `[a, b]`, as a real number. -/
def variation (g : ℝ → ℝ) (a b : ℝ) : ℝ := (eVariationOn g (Icc a b)).toReal
```

The example is a simplified occupation with a single jump: states above a Fermi point $k_F$ are filled, and the others, including the one exactly at $k_F$, are empty. For $0\le k_F<1$ it is $0$ at $k=0$ and $1$ at $k=1$, although these label the same state of a crystal. It is therefore not the occupation of a periodic band over a full zone, which must fall as often as it rises.

```lean
/-- Step occupation with a single jump: `1` for `k > kF` and `0` otherwise. -/
def fermiStep (kF k : ℝ) : ℝ := if kF < k then 1 else 0
```

## Finite total variation: jumps are allowed, an infinite sum of rises and falls is not

The hypothesis `BoundedVariationOn g (Icc 0 1)` says that all the rises and falls of $g$ across the zone, jumps included, add up to a finite number. The derivation by hand uses it three times.

First, it makes $g$ integrable. Let $p(x)$ be the variation of $g$ on $[a,x]$, and let $q=p-g$. Then $p$ is nondecreasing, and so is $q$, because for $x\le y$ the difference $p(y)-p(x)$ is the variation on $[x,y]$ (by the additivity shown next), which is at least $g(y)-g(x)$. Hence $g=p-q$ is a difference of monotone functions, each of them integrable on a bounded closed interval. The Lean proof obtains such a pair from Mathlib and subtracts the two integrable functions.

```lean
/-- An integrand of finite total variation on `[a, b]` is integrable there. -/
theorem integrable_of_variation {g : ℝ → ℝ} {a b : ℝ} (hab : a ≤ b)
    (hg : BoundedVariationOn g (Icc a b)) : IntervalIntegrable g volume a b := by
  -- split g into a difference of two monotone functions
  obtain ⟨p, q, hp, hq, h⟩ := hg.locallyBoundedVariationOn.exists_monotoneOn_sub_monotoneOn
  rw [← uIcc_of_le hab] at hp hq
  rw [h]
  exact hp.intervalIntegrable.sub hq.intervalIntegrable
```

Second, variation is additive. If $a\le b\le c$, inserting $b$ into a sequence in $[a,c]$ cannot lower its sum, by the triangle inequality; conversely, sequences in $[a,b]$ and $[b,c]$ can be joined. Therefore $V_{[a,b]}+V_{[b,c]}=V_{[a,c]}$, where the subscript names the interval. Lean takes this identity for possibly infinite values and uses finiteness to pass to real numbers.

```lean
/-- Total variation is additive over adjacent intervals. -/
theorem variation_add {g : ℝ → ℝ} {a b c : ℝ} (hg : BoundedVariationOn g (Icc a c))
    (hab : a ≤ b) (hbc : b ≤ c) : variation g a b + variation g b c = variation g a c := by
  have h := eVariationOn.Icc_add_Icc g (s := univ) hab hbc (mem_univ b)
  simp only [univ_inter] at h
  unfold variation
  rw [← h, ENNReal.toReal_add (hg.mono (Icc_subset_Icc_right hbc))
    (hg.mono (Icc_subset_Icc_left hab))]
```

Now cut $[0,1]$ into the cells $[r/N,(r+1)/N]$ with $r=0,\dots,N-1$, and write $V_r$ for the variation on cell $r$. Applying additivity one cell at a time gives $\sum_r V_r=V$. The Lean proof is this induction: the first $n$ cells carry the variation on $[0,n/N]$, and the result is read off at $n=N$.

```lean
/-- The variations of `g` on the `N` grid cells add up to its variation on `[0, 1]`. -/
theorem sum_cell_variation {g : ℝ → ℝ} (hg : BoundedVariationOn g (Icc 0 1))
    {N : ℕ} (hN : 1 ≤ N) :
    ∑ r ∈ Finset.range N, variation g ((r : ℝ) / N) (((r + 1 : ℕ) : ℝ) / N)
      = variation g 0 1 := by
  have hN' : (0 : ℝ) < N := by exact_mod_cast hN
  have h : ∀ n : ℕ, n ≤ N →
      ∑ r ∈ Finset.range n, variation g ((r : ℝ) / N) (((r + 1 : ℕ) : ℝ) / N)
        = variation g 0 ((n : ℝ) / N) := by
    intro n
    induction n with
    | zero =>
      intro _
      simp [variation]
    | succ n ih =>
      intro hn
      rw [Finset.sum_range_succ, ih (by omega)]
      have h1 : ((n + 1 : ℕ) : ℝ) / N ≤ 1 :=
        div_le_one_of_le₀ (by exact_mod_cast hn) hN'.le
      exact variation_add (hg.mono (Icc_subset_Icc_right h1)) (by positivity)
        (div_le_div_of_nonneg_right (by exact_mod_cast Nat.le_succ n) hN'.le)
  have h1 := h N le_rfl
  rwa [div_self hN'.ne'] at h1
```

Third, variation controls the error in one cell. For $x\in[a,b]$,

$$(b-a)g(x)-\int_a^b g(y)\,dy=\int_a^b\bigl(g(x)-g(y)\bigr)\,dy,$$

and $|g(x)-g(y)|\le V_{[a,b]}$ for every $y$ in the cell. The absolute value is therefore at most $(b-a)V_{[a,b]}$. In `cell_error`, the equation `e` is the displayed identity, `hg.dist_le` bounds the integrand, and Mathlib's estimate for an integrand of bounded norm supplies the width.

```lean
/-- Replacing the integral over one cell by its width times any sampled value costs at most
the width times the variation of `g` in that cell. -/
theorem cell_error {g : ℝ → ℝ} {a b x : ℝ} (hg : BoundedVariationOn g (Icc a b))
    (hx : x ∈ Icc a b) :
    |(b - a) * g x - ∫ y in a..b, g y| ≤ (b - a) * variation g a b := by
  have hab : a ≤ b := hx.1.trans hx.2
  have e : (b - a) * g x - ∫ y in a..b, g y = ∫ y in a..b, (g x - g y) := by
    rw [intervalIntegral.integral_sub intervalIntegrable_const
      (integrable_of_variation hab hg), intervalIntegral.integral_const, smul_eq_mul]
  have h := intervalIntegral.norm_integral_le_of_norm_le_const
    (a := a) (b := b) (f := fun y => g x - g y) (C := variation g a b) (by
      intro y hy
      rw [uIoc_of_le hab] at hy
      exact hg.dist_le hx (Ioc_subset_Icc_self hy))
  rw [abs_of_nonneg (sub_nonneg.2 hab), Real.norm_eq_abs] at h
  rw [e, mul_comm]
  exact h
```

Without finite variation, even convergence to the integral can fail. Let $g$ be $1$ at rational $k$ and $0$ at irrational $k$. Its integral is $0$, but every point of the unshifted grid is rational, so the grid average is $1$ for every $N$.

## A shift between 0 and 1: one sampled point in each cell

The shift moves the whole grid by $s/N$, at most one grid spacing. By hand, $0\le s\le1$ is what gives

$$\frac rN\le\frac{r+s}{N}\le\frac{r+1}{N},$$

so that the cell estimate applies with $x=(r+s)/N$. In Lean, `cell_subset` places each cell inside the zone, which lets the cell inherit finite variation, and `point_mem_cell` proves the two inequalities from `hs`.

```lean
lemma cell_subset {N r : ℕ} (hr : r < N) :
    Icc ((r : ℝ) / N) (((r + 1 : ℕ) : ℝ) / N) ⊆ Icc 0 1 :=
  Icc_subset_Icc (by positivity)
    (div_le_one_of_le₀ (by exact_mod_cast Nat.succ_le_of_lt hr) (Nat.cast_nonneg _))

lemma point_mem_cell (N r : ℕ) {s : ℝ} (hs : s ∈ Icc (0 : ℝ) 1) :
    ((r : ℝ) + s) / N ∈ Icc ((r : ℝ) / N) (((r + 1 : ℕ) : ℝ) / N) := by
  push_cast
  exact ⟨div_le_div_of_nonneg_right (by linarith [hs.1]) (Nat.cast_nonneg _),
    div_le_div_of_nonneg_right (by linarith [hs.2]) (Nat.cast_nonneg _)⟩
```

For a larger shift the bound can fail, because a point may leave the interval on which $g$ is controlled. Take $g(k)=0$ for $k\le1$ and $g(k)=1$ for $k>1$, with $N=1$ and $s=2$. The variation on $[0,1]$ and the integral are both $0$, while the average is $g(2)=1$. For an integrand of period one the restriction costs nothing: raising $s$ by one merely relabels the points cyclically, an argument made here by hand and not proved in Lean.

## At least one grid point: cells of width 1/N

The condition $N\ge1$ says that there is a grid at all. By hand, it allows the zone to be divided into cells of width $1/N$, and the error becomes a sum of cell errors:

$$\left|\sum_{r=0}^{N-1}\left[\frac1N g\!\left(\frac{r+s}{N}\right)-\int_{r/N}^{(r+1)/N}g(k)\,dk\right]\right|\le\sum_{r=0}^{N-1}\frac{V_r}{N}=\frac VN.$$

The theorem `grid_error_le` has exactly the three hypotheses `hg`, `hN` and `hs`. Its step `hsum` cuts the integral into cells, `key` is the expression inside the outer absolute value, and the closing `calc` applies the triangle inequality, the cell estimate and the sum of the cell variations. `hN` enters through the positivity of $N$ and again in `sum_cell_variation`.

```lean
/-- For an integrand of finite total variation `V` on `[0, 1]`, the average over `N` uniform
grid points with any shift in `[0, 1]` differs from the integral by at most `V / N`. -/
theorem grid_error_le {g : ℝ → ℝ} (hg : BoundedVariationOn g (Icc 0 1))
    {N : ℕ} (hN : 1 ≤ N) {s : ℝ} (hs : s ∈ Icc (0 : ℝ) 1) :
    |gridAverage g N s - ∫ k in (0 : ℝ)..1, g k| ≤ variation g 0 1 / N := by
  have hN' : (0 : ℝ) < N := by exact_mod_cast hN
  have w : ∀ r : ℕ, ((r + 1 : ℕ) : ℝ) / N - (r : ℝ) / N = 1 / N := by
    intro r
    push_cast
    ring
  -- cut the integral into the N cells
  have hsum := intervalIntegral.sum_integral_adjacent_intervals (f := g) (μ := volume)
    (a := fun k : ℕ => (k : ℝ) / N) (n := N) (fun k hk => integrable_of_variation
      (div_le_div_of_nonneg_right (by exact_mod_cast Nat.le_succ k) hN'.le)
      (hg.mono (cell_subset hk)))
  simp only [Nat.cast_zero, zero_div, div_self hN'.ne'] at hsum
  have key : gridAverage g N s - ∫ k in (0 : ℝ)..1, g k
      = ∑ r ∈ Finset.range N, ((((r + 1 : ℕ) : ℝ) / N - (r : ℝ) / N) * g ((r + s) / N)
        - ∫ k in ((r : ℝ) / N)..(((r + 1 : ℕ) : ℝ) / N), g k) := by
    rw [Finset.sum_sub_distrib, hsum, gridAverage, Finset.sum_div]
    congr 1
    refine Finset.sum_congr rfl fun r _ => ?_
    rw [w r]
    ring
  rw [key]
  -- add up the errors of the cells
  calc _ ≤ _ := Finset.abs_sum_le_sum_abs _ _
    _ ≤ ∑ r ∈ Finset.range N,
        variation g ((r : ℝ) / N) (((r + 1 : ℕ) : ℝ) / N) / N := by
      refine Finset.sum_le_sum fun r hr => ?_
      refine (cell_error (hg.mono (cell_subset (Finset.mem_range.1 hr)))
        (point_mem_cell N r hs)).trans (le_of_eq ?_)
      rw [w r]
      ring
    _ = variation g 0 1 / N := by rw [← Finset.sum_div, sum_cell_variation hg hN]
```

At $N=0$ Lean evaluates both quotients as $0$, and the inequality would then say that $|\int_0^1 g(k)\,dk|\le0$, which is false for the constant $g=1$.

Comparing two shifts $s$ and $t$ does not need this hypothesis. The two points in cell $r$ have values differing by at most $V_r$, so the unnormalised sums differ by at most $V$; for $N\ge1$ the averages differ by at most $V/N$. If $N=0$, both sums are empty and their difference is $0$. The proof of `shift_dependence` treats these two cases separately.

```lean
/-- If `g` has finite total variation on `[0, 1]`, its sums over two grids of `N` points `(r + s) /
N` and `(r + t) / N`, with both shifts in `[0, 1]`, differ by at most the total variation of `g`. -/
theorem shift_dependence {g : ℝ → ℝ} (hg : BoundedVariationOn g (Icc 0 1)) (N : ℕ)
    {s t : ℝ} (hs : s ∈ Icc (0 : ℝ) 1) (ht : t ∈ Icc (0 : ℝ) 1) :
    |∑ r ∈ Finset.range N, g ((r + s) / N) - ∑ r ∈ Finset.range N, g ((r + t) / N)|
      ≤ variation g 0 1 := by
  rcases Nat.eq_zero_or_pos N with rfl | hN
  · have h : 0 ≤ variation g 0 1 := ENNReal.toReal_nonneg
    simpa using h
  · rw [← Finset.sum_sub_distrib, ← sum_cell_variation hg hN]
    refine (Finset.abs_sum_le_sum_abs _ _).trans (Finset.sum_le_sum fun r hr => ?_)
    exact (hg.mono (cell_subset (Finset.mem_range.1 hr))).dist_le
      (point_mem_cell N r hs) (point_mem_cell N r ht)
```

## A Fermi point inside the zone: one jump of height one

For the occupation step the hypotheses are $0\le k_F<1$. They ensure that the step is $0$ at $k=0$ and $1$ at $k=1$. The step is nondecreasing, which Lean checks by cases.

```lean
lemma fermiStep_mono (kF : ℝ) : Monotone (fermiStep kF) := by
  intro x y hxy
  unfold fermiStep
  split_ifs <;> linarith
```

For a nondecreasing function the sums in the definition of variation telescope, and the supremum is the difference of the end values. Here that is $1-0=1$. The theorem `fermiStep_variation` returns both the finiteness needed by the main bound and this value.

```lean
/-- A Fermi step inside the zone has finite total variation, equal to one. -/
theorem fermiStep_variation {kF : ℝ} (h0 : 0 ≤ kF) (h1 : kF < 1) :
    BoundedVariationOn (fermiStep kF) (Icc 0 1) ∧ variation (fermiStep kF) 0 1 = 1 := by
  have e0 : fermiStep kF 0 = 0 := if_neg (not_lt.2 h0)
  have e1 : fermiStep kF 1 = 1 := if_pos h1
  -- a monotone function varies by the difference of its end values
  have heq := ((fermiStep_mono kF).monotoneOn univ).eVariationOn_eq
    (mem_univ (0 : ℝ)) (mem_univ (1 : ℝ))
  rw [univ_inter, e0, e1, sub_zero] at heq
  exact ⟨ne_top_of_le_ne_top ENNReal.ofReal_ne_top heq.le,
    by rw [variation, heq, ENNReal.toReal_ofReal zero_le_one]⟩
```

The exact filling follows by splitting the integral at $k_F$:

$$\int_0^{k_F}0\,dk+\int_{k_F}^1 1\,dk=1-k_F.$$

In Lean, `hl` and `hr` are the two parts. The second compares the integrands on the half-open interval $(k_F,1]$, since the step is still $0$ at $k_F$ itself.

```lean
/-- For `0 ≤ kF < 1`, the integral of the Fermi step over `[0, 1]` is `1 - kF`. -/
theorem fermiStep_integral {kF : ℝ} (h0 : 0 ≤ kF) (h1 : kF < 1) :
    ∫ k in (0 : ℝ)..1, fermiStep kF k = 1 - kF := by
  have hi : ∀ a b : ℝ, IntervalIntegrable (fermiStep kF) volume a b :=
    fun a b => ((fermiStep_mono kF).monotoneOn _).intervalIntegrable
  have hl : ∫ k in (0 : ℝ)..kF, fermiStep kF k = ∫ _k in (0 : ℝ)..kF, (0 : ℝ) := by
    refine intervalIntegral.integral_congr fun k hk => ?_
    rw [uIcc_of_le h0] at hk
    exact if_neg (not_lt.2 hk.2)
  have hr : ∫ k in kF..1, fermiStep kF k = ∫ _k in kF..1, (1 : ℝ) := by
    refine intervalIntegral.integral_congr_ae (Filter.Eventually.of_forall fun k hk => ?_)
    rw [uIoc_of_le h1.le] at hk
    exact if_pos hk.1
  rw [← intervalIntegral.integral_add_adjacent_intervals (hi 0 kF) (hi kF 1), hl, hr]
  simp
```

Substituting $V=1$ and the exact filling into the main theorem bounds the filling error by $1/N$ on every grid with a shift in $[0,1]$.

```lean
/-- For `0 ≤ kF < 1`, the average of the Fermi step over a grid of `N ≥ 1` points with any shift in
`[0, 1]` differs from `1 - kF` by at most `1 / N`. -/
theorem fermiStep_filling_error {kF : ℝ} (h0 : 0 ≤ kF) (h1 : kF < 1)
    {N : ℕ} (hN : 1 ≤ N) {s : ℝ} (hs : s ∈ Icc (0 : ℝ) 1) :
    |gridAverage (fermiStep kF) N s - (1 - kF)| ≤ 1 / N := by
  obtain ⟨hb, hv⟩ := fermiStep_variation h0 h1
  have h := grid_error_le hb hN hs
  rwa [hv, fermiStep_integral h0 h1] at h
```

Outside this range the two values just computed can be wrong. For $k_F=-1$ the band is full throughout $[0,1]$: the variation is $0$ and the filling is $1$, whereas $1-k_F=2$. For $k_F=1$ no state in $[0,1]$ is occupied, and the variation is again $0$.

## A Fermi point on the unshifted grid: the bound is attained

Let $k_F=j/N$ with integers $0\le j<N$. The condition $j<N$ keeps the Fermi point inside the zone and forces $N\ge1$. On the unshifted grid the occupied points are those with $r=j+1,\dots,N-1$, which is $N-j-1$ points, possibly none. Hence

$$\frac{N-j-1}{N}-\left(1-\frac jN\right)=-\frac1N,$$

and the absolute error is exactly $V/N$, because $V=1$. The constant in the main bound therefore cannot be lowered for any $N\ge1$, as long as the unshifted grid and all functions of finite variation on $[0,1]$ are admitted. For a periodic integrand, with $g(0)=g(1)$, it can be halved, by an argument made by hand and not proved in Lean. The points of two grids with different shifts alternate around the closed zone. The difference of their sums is thus bounded by the variation over the steps from the first grid to the second, and also by the variation over the steps back, hence by $V/2$. Dividing by $N$ and averaging over the second shift gives an error of at most $V/(2N)$. The error of $1/N$ found above for the step on the unshifted grid depends on the state at $k_F$ being empty: if it were counted as filled, the grid would give the exact filling.

The Lean step `count` proves the number of occupied points by induction on the length $n$ of the sum, starting at $n=j+1$, where every term is $0$; each later point adds $1$. The hypothesis `hj` permits the evaluation at $n=N$, and `e` is the displayed subtraction.

```lean
/-- If the Fermi point `j / N` lies on the unshifted grid, the error of the grid average
equals the total variation divided by `N`. -/
theorem grid_error_sharp {N j : ℕ} (hj : j < N) :
    |gridAverage (fermiStep ((j : ℝ) / N)) N 0 - ∫ k in (0 : ℝ)..1, fermiStep ((j : ℝ) / N) k|
      = variation (fermiStep ((j : ℝ) / N)) 0 1 / N := by
  have hN' : (0 : ℝ) < N := by exact_mod_cast Nat.zero_lt_of_lt hj
  have h0 : (0 : ℝ) ≤ (j : ℝ) / N := by positivity
  have h1 : (j : ℝ) / N < 1 := by
    rw [div_lt_one hN']
    exact_mod_cast hj
  -- count the occupied grid points
  have count : ∀ n : ℕ, j + 1 ≤ n →
      ∑ r ∈ Finset.range n, fermiStep ((j : ℝ) / N) ((r + 0) / N) = (n : ℝ) - (j + 1) := by
    intro n hn
    induction n, hn using Nat.le_induction with
    | base =>
      rw [Finset.sum_eq_zero]
      · push_cast
        ring
      · intro r hr
        have hrj : (r : ℝ) ≤ j := by
          exact_mod_cast Nat.lt_succ_iff.1 (Finset.mem_range.1 hr)
        exact if_neg (not_lt.2 (div_le_div_of_nonneg_right (by linarith) hN'.le))
    | succ n hn ih =>
      have hjn : (j : ℝ) < n := by exact_mod_cast hn
      have hocc : fermiStep ((j : ℝ) / N) (((n : ℝ) + 0) / N) = 1 := by
        refine if_pos ?_
        rw [add_zero]
        exact div_lt_div_of_pos_right hjn hN'
      rw [Finset.sum_range_succ, ih, hocc]
      push_cast
      ring
  rw [(fermiStep_variation h0 h1).2, fermiStep_integral h0 h1, gridAverage, count N hj]
  have e : ((N : ℝ) - (j + 1)) / N - (1 - (j : ℝ) / N) = -(1 / N) := by
    field_simp
    ring
  rw [e, abs_neg, abs_of_pos (by positivity)]

end

end MetallicGridConvergence
```

If $j=N\ge1$ were allowed, the step would vanish on all of $[0,1]$. Error and variation would both be $0$, and the example would no longer show that the bound is sharp.

```lean
#print axioms MetallicGridConvergence.grid_error_le
#print axioms MetallicGridConvergence.shift_dependence
#print axioms MetallicGridConvergence.fermiStep_filling_error
#print axioms MetallicGridConvergence.grid_error_sharp
```

```
'MetallicGridConvergence.grid_error_le' depends on axioms: [propext, Classical.choice, Quot.sound]
'MetallicGridConvergence.shift_dependence' depends on axioms: [propext, Classical.choice, Quot.sound]
'MetallicGridConvergence.fermiStep_filling_error' depends on axioms: [propext, Classical.choice, Quot.sound]
'MetallicGridConvergence.grid_error_sharp' depends on axioms: [propext, Classical.choice, Quot.sound]
```
